# Fourfold surface intensity at the critical angle of a sharp, lossless interface

Let a scalar plane wave of unit amplitude meet the flat, sharp surface of a uniform, lossless medium that fills a half-space, and let the wave and its normal derivative be continuous across the surface. Let q > 0 be the normal component of its wavevector outside the medium, c > 0 the critical value of q below which the wave is totally reflected, and T(q) the intensity of the wave at the surface. Then T(q) ≤ 4 for every q > 0, with equality exactly at q = c, and T(q) → 1 as q → ∞.

This is the setting of X-ray and neutron scattering at grazing incidence. In the distorted-wave Born approximation, a factor T taken at the exit angle multiplies the diffuse scattering from the surface and favours exit at the critical angle, where the Yoneda peak appears. The result concerns this factor alone. A measured peak also depends on roughness correlations and absorption, which the model leaves out.

## The wave at the surface

Let z be the depth below the surface, with the medium at z > 0. The wave has the form

exp(iqz) + r exp(−iqz) for z < 0,

t exp(ipz) for z > 0,

where r and t are the reflected and transmitted amplitudes and p is the normal wavevector component inside. Here q is the wavevector component itself; the momentum transfer in specular reflection is 2q.

```lean
import Mathlib

open Filter Topology

namespace YonedaEnhancement

noncomputable section
```

The inner component is

p = √(q² − c²) if q ≥ c,

p = i√(c² − q²) if q < c.

With the positive sign in front of i, the wave below the critical value decays into the medium. In Lean, `innerWave c q` is this p. It is a complex number, while `c` and `q` are real.

```lean
/-- Normal wavevector component inside the medium, for normal component `q` outside and
critical value `c`: real from `c` upwards, imaginary below. -/
def innerWave (c q : ℝ) : ℂ :=
  if c ≤ q then ((√(q ^ 2 - c ^ 2) : ℝ) : ℂ) else Complex.I * ((√(c ^ 2 - q ^ 2) : ℝ) : ℂ)
```

The transmitted amplitude is taken to be 2q/(q + p), a choice that part (b) justifies.

```lean
/-- Fresnel transmission amplitude of the surface for an incident wave of unit amplitude. -/
def amplitude (c q : ℝ) : ℂ := 2 * (q : ℂ) / ((q : ℂ) + innerWave c q)
```

The surface intensity is its squared modulus:

T(q) = |2q/(q + p)|².

This is the intensity of the wave at z = 0 relative to the incident wave, not the transmitted flux, so a value above one does not conflict with flux conservation.

```lean
/-- Intensity of the transmitted wave at the surface, relative to the incident wave. -/
def intensity (c q : ℝ) : ℝ := ‖amplitude c q‖ ^ 2
```

## (a) Refraction of the normal component

**Task.** Show that one equation covers both cases of the definition of p:

p² = q² − c².

**Solution.** If q ≥ c, then q² − c² ≥ 0, and squaring the root returns q² − c². If q < c, then

p² = i²(c² − q²) = q² − c².

The constant c stands for the optical contrast of the medium. The tangential wavevector component is conserved at the surface, so if the total wavenumber changes from k to nk, with refractive index 0 < n < 1, then c² = k²(1 − n²). For a particle of mass m meeting a potential step of height V, it is c² = 2mV/ħ². The theorems take c as given.

In the proof, `split_ifs` separates the two cases, and `Real.sq_sqrt` squares each root once its radicand is known to be non-negative.

```lean
/-- Refraction law for the normal component: its square drops by `c ^ 2` on entering
the medium. -/
theorem innerWave_sq {c q : ℝ} (hc : 0 < c) (hq : 0 < q) :
    innerWave c q ^ 2 = (q : ℂ) ^ 2 - (c : ℂ) ^ 2 := by
  unfold innerWave
  split_ifs with h
  · have h0 : 0 ≤ q ^ 2 - c ^ 2 := by nlinarith
    rw [← Complex.ofReal_pow, Real.sq_sqrt h0]
    push_cast
    rfl
  · have h0 : 0 ≤ c ^ 2 - q ^ 2 := by nlinarith [not_le.mp h]
    rw [mul_pow, Complex.I_sq, ← Complex.ofReal_pow, Real.sq_sqrt h0]
    push_cast
    ring
```

## (b) Matching the waves at the surface

**Task.** The wave and its normal derivative are continuous at z = 0 when 1 + r = t and q(1 − r) = pt. Show that these two conditions together are equivalent to

t = 2q/(q + p) and r = t − 1.

**Solution.** The denominator is not zero, because the real part of q + p is at least q, which is positive. The first condition gives r = t − 1. Inserting this into the second gives

q(2 − t) = pt, hence (q + p)t = 2q,

and division by q + p yields t. Conversely, r = t − 1 gives 1 + r = t, and (q + p)t = 2q gives

q(1 − r) = 2q − qt = pt.

The Lean statement holds for arbitrary complex `r` and `t`. It starts from the two algebraic conditions; the step from the exponentials to these conditions, including the common factor i cancelled from the derivatives, is the short calculation at z = 0 done by hand. The conditions describe a scalar wave, such as a neutron wave or s-polarised light at a non-magnetic medium.

In the proof, `hne` is the argument about the real part, `eq_div_iff` clears the denominator, and each `linear_combination` names the multiples of the equations to be added.

```lean
/-- For positive `q`, the matching conditions `1 + r = t` and `q * (1 - r) = innerWave c q * t` hold
together exactly when `t` is the Fresnel amplitude and `r` is `t - 1`. -/
theorem matching_iff {c q : ℝ} (hq : 0 < q) (r t : ℂ) :
    (1 + r = t ∧ (q : ℂ) * (1 - r) = innerWave c q * t) ↔
      (t = amplitude c q ∧ r = t - 1) := by
  -- the denominator has positive real part
  have hne : (q : ℂ) + innerWave c q ≠ 0 := by
    intro h
    have hre := congrArg Complex.re h
    unfold innerWave at hre
    split_ifs at hre
    · simp only [Complex.add_re, Complex.ofReal_re, Complex.zero_re] at hre
      linarith [Real.sqrt_nonneg (q ^ 2 - c ^ 2)]
    · simp only [Complex.add_re, Complex.mul_re, Complex.I_re, Complex.I_im,
        Complex.ofReal_re, Complex.ofReal_im, Complex.zero_re] at hre
      linarith
  unfold amplitude
  rw [eq_div_iff hne]
  constructor
  · rintro ⟨h1, h2⟩
    exact ⟨by linear_combination (-(q : ℂ)) * h1 - h2, by linear_combination h1⟩
  · rintro ⟨h1, h2⟩
    exact ⟨by linear_combination h2, by linear_combination (-(q : ℂ)) * h2 - h1⟩
```

## (c) The intensity from the critical value upwards

**Task.** For q ≥ c, show that

T(q) = (2q/(q + √(q² − c²)))².

**Solution.** Here p = √(q² − c²) is real, so the amplitude 2q/(q + p) is real as well. The squared modulus of a real number is its square.

In Lean the amplitude is a complex number even when its value is real. The step `e` identifies it with a real number, after which the norm becomes an absolute value and the square removes it.

```lean
/-- From the critical value upwards the surface intensity is the square of a real
Fresnel amplitude. -/
theorem intensity_above {c q : ℝ} (h : c ≤ q) :
    intensity c q = (2 * q / (q + √(q ^ 2 - c ^ 2))) ^ 2 := by
  have e : amplitude c q = ((2 * q / (q + √(q ^ 2 - c ^ 2)) : ℝ) : ℂ) := by
    unfold amplitude innerWave
    rw [if_pos h]
    simp
  rw [intensity, e, Complex.norm_real, Real.norm_eq_abs, sq_abs]
```

## (d) The intensity up to the critical value

**Task.** For 0 < q ≤ c, show that

T(q) = (2q/c)².

**Solution.** If q < c, then p is purely imaginary and

|q + p|² = q² + (c² − q²) = c².

The numerator contributes |2q|² = (2q)², and the quotient is the stated formula. If q = c, the root in part (c) vanishes and T(c) = (2c/c)², which agrees.

The proof makes the same split. The steps `h1` and `h2` compute the squared moduli of numerator and denominator, the latter from real and imaginary parts.

```lean
/-- For positive `q` up to the critical value, the surface intensity is `(2 * q / c) ^ 2`. -/
theorem intensity_below {c q : ℝ} (hc : 0 < c) (hq : 0 < q) (h : q ≤ c) :
    intensity c q = (2 * q / c) ^ 2 := by
  rcases h.eq_or_lt with rfl | hlt
  · rw [intensity_above le_rfl]
    simp
  · have h1 : ‖2 * (q : ℂ)‖ ^ 2 = (2 * q) ^ 2 := by
      have e : 2 * (q : ℂ) = ((2 * q : ℝ) : ℂ) := by simp
      rw [e, Complex.norm_real, Real.norm_eq_abs, sq_abs]
    have h2 : ∀ s : ℝ, ‖(q : ℂ) + Complex.I * (s : ℂ)‖ ^ 2 = q ^ 2 + s ^ 2 := by
      intro s
      rw [Complex.sq_norm, Complex.normSq_apply]
      simp only [Complex.add_re, Complex.add_im, Complex.mul_re, Complex.mul_im,
        Complex.I_re, Complex.I_im, Complex.ofReal_re, Complex.ofReal_im]
      ring
    have h0 : 0 ≤ c ^ 2 - q ^ 2 := by nlinarith
    unfold intensity amplitude innerWave
    rw [if_neg (not_le.mpr hlt), norm_div, div_pow, h1, h2, Real.sq_sqrt h0, div_pow]
    congr 1
    ring
```

## (e) The rising branch

**Task.** Show that T is strictly increasing on 0 < q ≤ c:

T(a) < T(b) whenever 0 < a < b ≤ c.

**Solution.** By part (d), the two values are the squares of 2a/c and 2b/c. These are positive and 2a/c < 2b/c, so their squares are in the same order.

The interval is `Set.Ioc 0 c`, which excludes zero and includes c. `StrictMonoOn` says that T is strictly increasing there.

```lean
/-- For positive `q` the surface intensity rises strictly up to the critical value. -/
theorem intensity_strictMonoOn {c : ℝ} (hc : 0 < c) :
    StrictMonoOn (intensity c) (Set.Ioc 0 c) := by
  intro a ha b hb hab
  have ha0 : 0 < a := ha.1
  rw [intensity_below hc ha.1 ha.2, intensity_below hc hb.1 hb.2]
  have h : 2 * a / c < 2 * b / c := by gcongr
  exact pow_lt_pow_left₀ h (by positivity) two_ne_zero
```

## (f) The falling branch

**Task.** Show that T is strictly decreasing on q ≥ c:

T(b) < T(a) whenever c ≤ a < b.

**Solution.** By part (c), and because both amplitudes are positive, it is enough to show

2b/(b + √(b² − c²)) < 2a/(a + √(a² − c²)).

Multiplying by the positive denominators and cancelling the common term ab turns this into

b√(a² − c²) < a√(b² − c²).

Both sides are non-negative, so their squares may be compared instead:

a²(b² − c²) − b²(a² − c²) = c²(b² − a²) > 0.

Divided by ab, the comparison says that p/q grows with q: the inner component catches up with the outer one.

In the proof, `key` is the inequality between the roots, obtained by comparing squares. `div_lt_div_iff₀` performs the cross-multiplication, and the last line squares the amplitudes.

```lean
/-- The surface intensity falls strictly from the critical value onwards. -/
theorem intensity_strictAntiOn {c : ℝ} (hc : 0 < c) :
    StrictAntiOn (intensity c) (Set.Ici c) := by
  intro a ha b hb hab
  have hca : c ≤ a := ha
  have hcb : c ≤ b := hb
  have ha0 : 0 < a := by linarith
  have hb0 : 0 < b := by linarith
  rw [intensity_above hca, intensity_above hcb]
  -- compare the inner wavevectors relative to the outer ones
  have key : b * √(a ^ 2 - c ^ 2) < a * √(b ^ 2 - c ^ 2) := by
    refine lt_of_pow_lt_pow_left₀ 2 (by positivity) ?_
    rw [mul_pow, mul_pow, Real.sq_sqrt (by nlinarith), Real.sq_sqrt (by nlinarith)]
    have hsq : 0 < b ^ 2 - a ^ 2 := by nlinarith
    nlinarith [mul_pos (pow_pos hc 2) hsq]
  have h : 2 * b / (b + √(b ^ 2 - c ^ 2)) < 2 * a / (a + √(a ^ 2 - c ^ 2)) := by
    rw [div_lt_div_iff₀ (by positivity) (by positivity)]
    nlinarith [key]
  exact pow_lt_pow_left₀ h (by positivity) two_ne_zero
```

## (g) Where the enhancement begins

**Task.** Show that the surface intensity exceeds the incident intensity exactly above half the critical value:

T(q) > 1 if and only if q > c/2.

**Solution.** If q ≤ c, part (d) gives T(q) = (2q/c)², which exceeds one exactly when 2q > c. If q ≥ c, then √(q² − c²) < q, so the denominator in part (c) is smaller than 2q and T(q) > 1. In this range q > c/2 holds too, so both sides of the equivalence are true.

The Lean proof follows these two cases, with `one_lt_div` turning the comparison of a quotient with one into a comparison of numerator and denominator.

```lean
/-- For positive `q`, the surface intensity exceeds the incident intensity exactly when `q` is
larger than half the critical value. -/
theorem one_lt_intensity_iff {c q : ℝ} (hc : 0 < c) (hq : 0 < q) :
    1 < intensity c q ↔ c / 2 < q := by
  rcases le_total q c with h | h
  · rw [intensity_below hc hq h, div_pow, one_lt_div (by positivity)]
    constructor <;> intro h' <;> nlinarith
  · have hs : √(q ^ 2 - c ^ 2) < q := by
      rw [Real.sqrt_lt' hq]
      nlinarith
    rw [intensity_above h, div_pow, one_lt_div (by positivity)]
    exact ⟨fun _ => by linarith,
      fun _ => pow_lt_pow_left₀ (by linarith) (by positivity) two_ne_zero⟩
```

## (h) The maximum and the limit

**Task.** Combine the branches to show, for every q > 0,

T(q) ≤ 4, with T(q) = 4 if and only if q = c,

and show that T(q) → 1 as q → ∞.

**Solution.** Part (d) gives T(c) = (2c/c)² = 4. If q < c, part (e) gives T(q) < T(c) = 4. If q > c, part (f) gives the same strict inequality. Hence four is an upper bound, reached only at q = c.

For the limit, take q ≥ c and set x = c/q. Then √(q² − c²) = q√(1 − x²), and the factor q cancels in part (c):

T(q) = (2/(1 + √(1 − x²)))².

As q → ∞, x → 0. The right-hand side is continuous in x and equals (2/2)² = 1 at x = 0.

The theorem `yoneda_enhancement` assumes only c > 0. Its first half contains the bound and the equality case for each positive `q`; its second half, `Tendsto (intensity c) atTop (𝓝 1)`, is the limit. The proof splits by `lt_trichotomy` into q below, at and above c. For the limit, `hF` is the continuity in x, `hlim` says that c/q tends to zero, and `congr'` transfers the limit to T, since the two expressions agree once q ≥ c. The continuity holds for all real x because Lean sets the root of a negative number to zero.

For a quantum particle in a stationary scattering state, incident as a plane wave on an upward potential step, the result says that the probability density at the step, relative to that of the incident wave, is greatest when the energy of the motion normal to the step equals its height. The ratio is then four.

```lean
/-- For positive `q`, the surface intensity is at most four times the incident one and equals four
exactly at the critical value; it tends to one as `q` tends to infinity. -/
theorem yoneda_enhancement {c : ℝ} (hc : 0 < c) :
    (∀ q : ℝ, 0 < q → intensity c q ≤ 4 ∧ (intensity c q = 4 ↔ q = c)) ∧
      Tendsto (intensity c) atTop (𝓝 1) := by
  constructor
  · intro q hq
    have hpeak : intensity c c = 4 := by
      rw [intensity_below hc hc le_rfl, mul_div_assoc, div_self hc.ne']
      norm_num
    -- the two monotone branches meet at the peak
    rcases lt_trichotomy q c with h | h | h
    · have h4 := intensity_strictMonoOn hc ⟨hq, h.le⟩ ⟨hc, le_rfl⟩ h
      rw [hpeak] at h4
      exact ⟨h4.le, fun e => absurd e h4.ne, fun e => absurd e h.ne⟩
    · rw [h]
      exact ⟨hpeak.le, fun _ => rfl, fun _ => hpeak⟩
    · have h4 := intensity_strictAntiOn hc (Set.mem_Ici.mpr le_rfl) (Set.mem_Ici.mpr h.le) h
      rw [hpeak] at h4
      exact ⟨h4.le, fun e => absurd e h4.ne, fun e => absurd e h.ne'⟩
  · -- far above the critical value the intensity is a continuous function of c / q
    have hF : Continuous (fun x : ℝ => (2 / (1 + √(1 - x ^ 2))) ^ 2) :=
      (continuous_const.div (by fun_prop) (fun x => by positivity)).pow 2
    have h0 : (2 / (1 + √(1 - (0 : ℝ) ^ 2))) ^ 2 = 1 := by norm_num
    have hlim : Tendsto (fun q : ℝ => c / q) atTop (𝓝 0) :=
      tendsto_const_nhds.div_atTop tendsto_id
    have hT := (hF.tendsto 0).comp hlim
    rw [h0] at hT
    refine hT.congr' ?_
    filter_upwards [eventually_ge_atTop c] with q hq
    have hq0 : 0 < q := by linarith
    have e : q ^ 2 - c ^ 2 = q ^ 2 * (1 - (c / q) ^ 2) := by field_simp
    have hs : √(q ^ 2 - c ^ 2) = q * √(1 - (c / q) ^ 2) := by
      rw [e, Real.sqrt_mul (sq_nonneg q), Real.sqrt_sq hq0.le]
    have hd : q + q * √(1 - (c / q) ^ 2) = q * (1 + √(1 - (c / q) ^ 2)) := by ring
    rw [intensity_above hq, hs, hd, mul_comm 2 q, mul_div_mul_left _ _ hq0.ne']
    rfl

end

end YonedaEnhancement
```

```lean
#print axioms YonedaEnhancement.innerWave_sq
#print axioms YonedaEnhancement.matching_iff
#print axioms YonedaEnhancement.one_lt_intensity_iff
#print axioms YonedaEnhancement.yoneda_enhancement
```

```
'YonedaEnhancement.innerWave_sq' depends on axioms: [propext, Classical.choice, Quot.sound]
'YonedaEnhancement.matching_iff' depends on axioms: [propext, Classical.choice, Quot.sound]
'YonedaEnhancement.one_lt_intensity_iff' depends on axioms: [propext, Classical.choice, Quot.sound]
'YonedaEnhancement.yoneda_enhancement' depends on axioms: [propext, Classical.choice, Quot.sound]
```

## Values for c = 4

Measure wavevectors in a unit in which c = 4. Below and at the critical value, part (d) gives

T(1) = (2/4)² = 1/4,

T(2) = (4/4)² = 1,

T(3) = (6/4)² = 9/4,

T(4) = (8/4)² = 4.

The value at q = 3 can be checked from the definition: p = i√7, so |3 + p|² = 9 + 7 = 16 and T(3) = 36/16 = 9/4.

Above the critical value, q = 5 gives p = √(25 − 16) = 3, and q = 8.5 gives p = √(72.25 − 16) = 7.5. Hence

T(5) = (10/8)² = 25/16 ≈ 1.56,

T(8.5) = (17/16)² = 289/256 ≈ 1.13.

The intensity passes one at q = 2, which is c/2, peaks at q = 4, and has lost most of its excess over one by about twice the critical value.
